# The exponential of one checkerboard bond group in closed form

A bond group in a checkerboard decomposition is a set of bonds no two of which share a site. Here it is represented by a map $p$ from a finite site set to itself with $p(p(i)) = i$: the site $p(i)$ is the partner of $i$, and a site without a bond is its own partner. The condition that no site has two bonds is then built into the map, and no separate list of bonds is needed. The hopping matrix of the group is

$$K_{ij} = \begin{cases} 1 & j = p(i) \text{ and } j \neq i,\\ 0 & \text{otherwise.}\end{cases}$$

For every real $t$,

$$e^{tK} = 1 + \sinh(t)\,K + (\cosh t - 1)\,K^2, \qquad \left(e^{tK}\right)^{-1} = e^{-tK}.$$

In auxiliary-field Monte Carlo this gives the exact imaginary-time factor of one group of non-interacting hops with a single real amplitude. If the one-body Hamiltonian of the group is $-wK$ and the time step is $\Delta\tau$, then $t = w\,\Delta\tau$.

## From two-site hops to the exponential

Let $v$ be a real vector with one component per site. Row $i$ of $K$ has at most one nonzero entry, so $(Kv)_i = v_{p(i)}$ if $i$ is paired and $(Kv)_i = 0$ if $p(i) = i$. The partner of a paired site is itself paired, since $p(p(i)) = i \neq p(i)$. A second hop therefore returns to the start: $(K^2v)_i = v_i$ on paired sites and $0$ on the others. Thus $K^2$ projects onto the paired sites, and a third hop gives $K^3 = K$.

It follows that $K^{2m+1} = K$ for $m \ge 0$ and $K^{2m} = K^2$ for $m \ge 1$. The zeroth power is $1$, which differs from $K^2$ when there are unpaired sites. Splitting the exponential series by parity gives

$$e^{tK} = 1 + \sum_{m\ge 1}\frac{t^{2m}}{(2m)!}K^2 + \sum_{m\ge 0}\frac{t^{2m+1}}{(2m+1)!}K = 1 + (\cosh t - 1)K^2 + \sinh(t)\,K.$$

Multiples of the same matrix commute, so $e^{sK}e^{tK} = e^{(s+t)K}$ for real $s$ and $t$. Setting $s = -t$ gives the inverse.

Applied to $v$, the closed form leaves unpaired components alone and acts on each pair by

$$\begin{pmatrix} v_i \\ v_{p(i)} \end{pmatrix} \mapsto \begin{pmatrix} \cosh t & \sinh t \\ \sinh t & \cosh t \end{pmatrix}\begin{pmatrix} v_i \\ v_{p(i)} \end{pmatrix}.$$

Now take several groups $p_1, \dots, p_m$ and write $B_a(t)$ for the exponential of group $p_a$. These factors need not commute, but in

$$B_1(t)\cdots B_m(t)\,B_m(-t)\cdots B_1(-t) = 1$$

the innermost pair cancels first, then the next, until nothing is left.

## The matrix and its closed form in Lean

The site set is a finite type `n`, with no lattice geometry attached.

```lean
import Mathlib

open Matrix

namespace CheckerboardHopping

noncomputable section

variable {n : Type*} [Fintype n] [DecidableEq n]
```

The definition of $K$ accepts any map `p`. That `p` is an involution enters later, as the hypothesis `Function.Involutive p`.

```lean
/-- The hopping matrix of one bond group: site `i` is joined to its partner `p i`,
and a site that is its own partner is joined to nothing. -/
def bondHopping (p : n → n) : Matrix n n ℝ :=
  Matrix.of fun i j => if j = p i ∧ j ≠ i then 1 else 0
```

The right-hand side of the claim gets its own name. It contains no matrix exponential, so its equality with $e^{tK}$ remains to be proved.

```lean
/-- The closed form `1 + sinh t K + (cosh t - 1) K²` built from the hopping matrix `K`
of one bond group. -/
def bondPropagator (p : n → n) (t : ℝ) : Matrix n n ℝ :=
  1 + Real.sinh t • bondHopping p + (Real.cosh t - 1) • bondHopping p ^ 2
```

## Three hops equal one

The first lemma is the row rule for $K$, stated for an arbitrary site function `f`. For a fixed site every term vanishes; for a paired site only the term at `p i` survives.

```lean
/-- Summing a site function against a row of the hopping matrix returns its value at the partner
site, or zero if the site is its own partner. -/
theorem bondHopping_sum (p : n → n) (i : n) (f : n → ℝ) :
    ∑ j, bondHopping p i j * f j = if p i = i then 0 else f (p i) := by
  have entry : ∀ j, bondHopping p i j = if j = p i ∧ j ≠ i then 1 else 0 := fun _ => rfl
  by_cases h : p i = i
  · rw [if_pos h]
    refine Finset.sum_eq_zero fun j _ => ?_
    rw [entry, if_neg (fun hj => hj.2 (hj.1.trans h)), zero_mul]
  · rw [if_neg h, Finset.sum_eq_single (p i)]
    · rw [entry, if_pos ⟨rfl, h⟩, one_mul]
    · intro j _ hj
      rw [entry, if_neg (fun hc => hj hc.1), zero_mul]
    · intro hc
      exact absurd (Finset.mem_univ _) hc
```

To obtain $K^3 = K$, the proof compares entries and uses the row rule twice. The fact `h'` says that the partner of a paired site is paired, and `hp i` replaces `p (p i)` by `i`.

```lean
/-- Three successive hops within one bond group amount to a single hop: `K³ = K`. -/
theorem bondHopping_cube {p : n → n} (hp : Function.Involutive p) :
    bondHopping p * (bondHopping p * bondHopping p) = bondHopping p := by
  ext i j
  by_cases h : p i = i
  · have entry : bondHopping p i j = if j = p i ∧ j ≠ i then 1 else 0 := rfl
    rw [Matrix.mul_apply, bondHopping_sum, if_pos h, entry,
      if_neg (fun hj => hj.2 (hj.1.trans h))]
  · have h' : ¬ p (p i) = p i := by
      rw [hp i]
      exact fun e => h e.symm
    rw [Matrix.mul_apply, bondHopping_sum, if_neg h, Matrix.mul_apply, bondHopping_sum,
      if_neg h', hp i]
```

## Summing the exponential series

The next theorem holds for any real square matrix with $K^3 = K$, whether or not it describes hopping. `hodd` and `heven` are the two power rules, and `he` and `ho` are the even and odd parts of the series.

```lean
/-- For any real matrix with `K³ = K`, the exponential of `t K` is
`1 + sinh t K + (cosh t - 1) K²`. -/
theorem exp_smul_of_cube (K : Matrix n n ℝ) (hK : K * (K * K) = K) (t : ℝ) :
    NormedSpace.exp (t • K) = 1 + Real.sinh t • K + (Real.cosh t - 1) • K ^ 2 := by
  -- All odd powers collapse to `K`, all positive even powers to `K²`.
  have hodd : ∀ m : ℕ, K ^ (2 * m + 1) = K := by
    intro m
    induction m with
    | zero => simp
    | succ m ih =>
      calc K ^ (2 * (m + 1) + 1) = K ^ (2 * m + 1) * (K * K) := by
            rw [← pow_two, ← pow_add, show 2 * (m + 1) + 1 = 2 * m + 1 + 2 by ring]
        _ = K := by rw [ih, hK]
  have heven : ∀ m : ℕ, K ^ (2 * (m + 1)) = K ^ 2 := by
    intro m
    rw [show 2 * (m + 1) = (2 * m + 1) + 1 by ring, pow_succ K (2 * m + 1), hodd, pow_two]
  -- The even terms give the cosh series, corrected at order zero.
  have he : HasSum (fun m : ℕ => ((2 * m).factorial : ℝ)⁻¹ • (t • K) ^ (2 * m))
      (Real.cosh t • K ^ 2 + (1 - K ^ 2)) := by
    have h := ((Real.hasSum_cosh t).smul_const (K ^ 2)).add
      (hasSum_ite_eq (0 : ℕ) (1 - K ^ 2))
    convert h using 1
    funext m
    rcases m with _ | m
    · simp
    · simp only [smul_pow, heven, smul_smul, Nat.add_one_ne_zero, if_false, add_zero,
        div_eq_inv_mul]
  -- The odd terms give the sinh series.
  have ho : HasSum (fun m : ℕ => ((2 * m + 1).factorial : ℝ)⁻¹ • (t • K) ^ (2 * m + 1))
      (Real.sinh t • K) := by
    have h := (Real.hasSum_sinh t).smul_const K
    convert h using 1
    funext m
    simp only [smul_pow, hodd, smul_smul, div_eq_inv_mul]
  have h := HasSum.even_add_odd
    (f := fun k : ℕ => ((k.factorial : ℝ)⁻¹ • (t • K) ^ k)) he ho
  rw [NormedSpace.exp_eq_tsum ℝ]
  refine h.tsum_eq.trans ?_
  module
```

The proof turns on `HasSum.even_add_odd`. The statement `HasSum f a` says that the series with terms `f` converges to `a`. Given such statements for the even and the odd terms, the lemma yields one for the whole series, with the two limits added. Convergence is thus carried along with the value, and the scalar series for $\cosh$ and $\sinh$ supply both after multiplication by a fixed matrix.

The even part needs a correction, because $\cosh(t)\,K^2$ starts with $K^2$ where the exponential starts with $1$. `hasSum_ite_eq` supplies a series whose only nonzero term is $1 - K^2$ at order zero. The final `module` collects the coefficients.

## Adding times and inverting

The times in this section are values of the dimensionless parameter $t = w\,\Delta\tau$, so they measure imaginary time in units of $1/w$. The product rule is proved by turning the closed forms back into exponentials and using that their exponents commute.

```lean
/-- Propagating one bond group for a time `t` and then for a time `s` is the same as
propagating it for the time `s + t`. -/
theorem bondPropagator_mul {p : n → n} (hp : Function.Involutive p) (s t : ℝ) :
    bondPropagator p s * bondPropagator p t = bondPropagator p (s + t) := by
  have hB : ∀ r, bondPropagator p r = NormedSpace.exp (r • bondHopping p) :=
    fun r => (exp_smul_of_cube _ (bondHopping_cube hp) r).symm
  have hc : Commute (s • bondHopping p) (t • bondHopping p) :=
    ((Commute.refl (bondHopping p)).smul_left s).smul_right t
  rw [hB, hB, hB, add_smul, Matrix.exp_add_of_commute _ _ hc]
```

Opposite times then cancel.

```lean
/-- Reversing the sign of `t` undoes the propagation of one bond group. -/
theorem bondPropagator_mul_neg {p : n → n} (hp : Function.Involutive p) (t : ℝ) :
    bondPropagator p t * bondPropagator p (-t) = 1 := by
  rw [bondPropagator_mul hp, add_neg_cancel]
  simp [bondPropagator]
```

The main theorem has three parts: the exponential equals the closed form, it is invertible, and its inverse is the closed form at `-t`. The invertibility clause matters because Lean's `⁻¹` also assigns a value to singular matrices.

```lean
/-- The exponential of the hopping matrix of one bond group has the closed form
`1 + sinh t K + (cosh t - 1) K²`; it is invertible, and its inverse is the closed form
at `-t`. -/
theorem exp_bondHopping {p : n → n} (hp : Function.Involutive p) (t : ℝ) :
    NormedSpace.exp (t • bondHopping p) = bondPropagator p t ∧
      IsUnit (NormedSpace.exp (t • bondHopping p)) ∧
      (NormedSpace.exp (t • bondHopping p))⁻¹ = bondPropagator p (-t) := by
  have h : NormedSpace.exp (t • bondHopping p) = bondPropagator p t :=
    exp_smul_of_cube _ (bondHopping_cube hp) t
  have h1 := bondPropagator_mul_neg hp t
  have h2 : bondPropagator p (-t) * bondPropagator p t = 1 := mul_eq_one_comm.mp h1
  rw [h]
  exact ⟨rfl, ⟨⟨_, _, h1, h2⟩, rfl⟩, Matrix.inv_eq_right_inv h1⟩
```

## Independent two-site blocks

Here `*ᵥ` is a matrix acting on a vector. The theorem gives each component of the result, with the two cases of the hand derivation as the branches of the `if`.

```lean
/-- The exponential acts in independent blocks: a site amplitude mixes only with that of
its partner, with weights `cosh t` and `sinh t`, and an unpaired site is unchanged. -/
theorem exp_bondHopping_mulVec {p : n → n} (hp : Function.Involutive p) (t : ℝ)
    (v : n → ℝ) (i : n) :
    (NormedSpace.exp (t • bondHopping p) *ᵥ v) i =
      if p i = i then v i else Real.cosh t * v i + Real.sinh t * v (p i) := by
  have hop : ∀ (w : n → ℝ) (k : n),
      (bondHopping p *ᵥ w) k = if p k = k then 0 else w (p k) :=
    fun w k => bondHopping_sum p k w
  rw [exp_smul_of_cube _ (bondHopping_cube hp) t, pow_two, Matrix.add_mulVec,
    Matrix.add_mulVec, Matrix.one_mulVec, Matrix.smul_mulVec, Matrix.smul_mulVec,
    ← Matrix.mulVec_mulVec]
  simp only [Pi.add_apply, Pi.smul_apply, smul_eq_mul, hop]
  by_cases h : p i = i
  · simp only [if_pos h, mul_zero, add_zero]
  · have h' : ¬ p (p i) = p i := by
      rw [hp i]
      exact fun e => h e.symm
    simp only [if_neg h, if_neg h']
    rw [hp i]
    ring
```

In a simulation code this can be written as a loop over the bonds of the group. For each bond, two rows of the matrix being propagated are replaced by their combinations with weights $\cosh t$ and $\sinh t$, both computed once in advance. Both combinations use the old values of the two rows, so a copy of the first row can be kept until the second has been updated. Each bond is visited once, and the work per column grows at most linearly with the number of sites, whereas the standard dense matrix product takes quadratic work per column.

## Undoing a sweep over several groups

A sweep is a product over a list of bond groups, all with the same `t`. The induction removes the first group from the list: the inner sweep cancels by the induction hypothesis, then the outer pair by `bondPropagator_mul_neg`.

```lean
/-- A checkerboard sweep through any list of bond groups is undone by the sweep in reverse
order with `t` replaced by `-t`. -/
theorem sweep_mul_reverse (L : List (n → n)) (hL : ∀ p ∈ L, Function.Involutive p)
    (t : ℝ) :
    (L.map fun p => bondPropagator p t).prod *
      (L.reverse.map fun p => bondPropagator p (-t)).prod = 1 := by
  induction L with
  | nil => simp
  | cons p L ih =>
    have ih' := ih fun q hq => hL q (List.mem_cons_of_mem p hq)
    have hp := bondPropagator_mul_neg (hL p List.mem_cons_self) t
    simp only [List.reverse_cons, List.map_append, List.map_cons, List.map_nil,
      List.prod_append, List.prod_cons, List.prod_nil, mul_one]
    -- The inner sweep cancels first, then the outermost bond group.
    rw [mul_assoc, ← mul_assoc (List.prod _) (List.prod _), ih', one_mul, hp]

end

end CheckerboardHopping
```

This identity is exact for the product of factors. How far that product lies from the exponential of the summed hopping matrix is the separate matter of the Trotter error. Bond-dependent amplitudes within a group and complex hopping phases also lie beyond this model.

```lean
#print axioms CheckerboardHopping.exp_bondHopping
-- 'CheckerboardHopping.exp_bondHopping' depends on axioms: [propext, Classical.choice, Quot.sound]
#print axioms CheckerboardHopping.exp_bondHopping_mulVec
-- 'CheckerboardHopping.exp_bondHopping_mulVec' depends on axioms: [propext, Classical.choice, Quot.sound]
#print axioms CheckerboardHopping.sweep_mul_reverse
-- 'CheckerboardHopping.sweep_mul_reverse' depends on axioms: [propext, Classical.choice, Quot.sound]
```
